# The secular function of a coupled ion-electron oscillator with positive masses vanishes exactly at the two values given by the quadratic formula

The model is a harmonic oscillator with an ionic coordinate X of mass `M` and an electronic coordinate x of mass `μ`, and potential energy KX²/2 + k(X − x)²/2. Its secular function at squared angular frequency `z` is (K + k − Mz)(k − μz) − k², the determinant of the symmetric 2×2 matrix with diagonal entries K + k − Mz and k − μz and off-diagonal entries −k. The theorem `secular_eq_zero_iff` states that for `0 < M`, `0 < μ` and arbitrary real `K` and `k`, this function vanishes at a real `z` exactly when `z` equals `zLow` or `zHigh`, the two branches of the quadratic formula; it says nothing about the sign of these roots or whether they differ. The attempt rewrites with the factorisation `secular_factor`, tries to split the vanishing product by `mul_eq_zero` and turn each vanishing difference into an equation by `sub_eq_zero`, and leaves the case `M * μ = 0` to be discarded at the end.

The first attempt, which Lean rejects:

```lean
import Mathlib

open Filter Topology

namespace CarParrinelloRedShift

noncomputable section

/-- The secular function of the coupled ion-electron oscillator at squared frequency `z`. -/
def secular (M K k μ z : ℝ) : ℝ := (K + k - M * z) * (k - μ * z) - k ^ 2

/-- Minus the coefficient of `z` in the secular function. -/
def linCoeff (M K k μ : ℝ) : ℝ := M * k + μ * (K + k)

/-- The discriminant of the secular function as a quadratic in `z`. -/
def disc (M K k μ : ℝ) : ℝ := linCoeff M K k μ ^ 2 - 4 * M * μ * K * k

/-- The lower branch of the quadratic formula for the secular equation. -/
def zLow (M K k μ : ℝ) : ℝ := (linCoeff M K k μ - √(disc M K k μ)) / (2 * M * μ)

/-- The upper branch of the quadratic formula for the secular equation. -/
def zHigh (M K k μ : ℝ) : ℝ := (linCoeff M K k μ + √(disc M K k μ)) / (2 * M * μ)

variable {M K k μ : ℝ}

/-- For positive masses the secular function factorises over `zLow` and `zHigh`. -/
theorem secular_factor (hM : 0 < M) (hμ : 0 < μ) (z : ℝ) :
    secular M K k μ z = M * μ * (z - zLow M K k μ) * (z - zHigh M K k μ) := by
  -- the discriminant is a sum of non-negative terms
  have hD : disc M K k μ = (M * k - μ * (K + k)) ^ 2 + 4 * M * μ * k ^ 2 := by
    unfold disc linCoeff; ring
  have hD0 : 0 ≤ disc M K k μ := by rw [hD]; positivity
  have hs : √(disc M K k μ) ^ 2 = disc M K k μ := Real.sq_sqrt hD0
  have h1 : 2 * M * μ * zLow M K k μ = linCoeff M K k μ - √(disc M K k μ) := by
    unfold zLow; field_simp
  have h2 : 2 * M * μ * zHigh M K k μ = linCoeff M K k μ + √(disc M K k μ) := by
    unfold zHigh; field_simp
  have h4 : (4 * M * μ) ≠ 0 := by positivity
  apply mul_left_cancel₀ h4
  calc 4 * M * μ * secular M K k μ z
      = (2 * M * μ * z - linCoeff M K k μ) ^ 2 - disc M K k μ := by
        unfold secular disc linCoeff; ring
    _ = (2 * M * μ * z - (linCoeff M K k μ - √(disc M K k μ))) *
        (2 * M * μ * z - (linCoeff M K k μ + √(disc M K k μ))) := by
        linear_combination hs
    _ = _ := by rw [← h1, ← h2]; ring

/-- The roots of the secular function are exactly `zLow` and `zHigh`. -/
theorem secular_eq_zero_iff (hM : 0 < M) (hμ : 0 < μ) (z : ℝ) :
    secular M K k μ z = 0 ↔ z = zLow M K k μ ∨ z = zHigh M K k μ := by
  rw [secular_factor hM hμ, mul_assoc, mul_eq_zero, mul_eq_zero, sub_eq_zero, sub_eq_zero]
  have h : M * μ ≠ 0 := by positivity
  exact or_iff_right h

end

end CarParrinelloRedShift
```

The compiler's answer:

```
Main.lean:51:65: error: Tactic `rewrite` failed: Did not find an occurrence of the pattern
  ?m.41 - ?m.42 = 0
in the target expression
  (M = 0 ∨ μ = 0) ∨ (z - zLow M K k μ) * (z - zHigh M K k μ) = 0 ↔ z = zLow M K k μ ∨ z = zHigh M K k μ

M K k μ : ℝ
hM : 0 < M
hμ : 0 < μ
z : ℝ
⊢ (M = 0 ∨ μ = 0) ∨ (z - zLow M K k μ) * (z - zHigh M K k μ) = 0 ↔ z = zLow M K k μ ∨ z = zHigh M K k μ
```

Fix (accepted with no message):

```diff
@@ -49,7 +49,7 @@
 theorem secular_eq_zero_iff (hM : 0 < M) (hμ : 0 < μ) (z : ℝ) :
     secular M K k μ z = 0 ↔ z = zLow M K k μ ∨ z = zHigh M K k μ := by
-  rw [secular_factor hM hμ, mul_assoc, mul_eq_zero, mul_eq_zero, sub_eq_zero, sub_eq_zero]
   have h : M * μ ≠ 0 := by positivity
-  exact or_iff_right h
+  rw [secular_factor hM hμ, mul_assoc, mul_eq_zero, or_iff_right h, mul_eq_zero, sub_eq_zero,
+    sub_eq_zero]
 
 end
```

Diagnosis. The message says that the first `sub_eq_zero` found no equation of the form `?a - ?b = 0`, and the displayed goal shows why. After `mul_assoc` and the first `mul_eq_zero`, the left side reads `M * μ = 0 ∨ (z - zLow M K k μ) * (z - zHigh M K k μ) = 0`. The pattern `?a * ?b = 0` now fits both disjuncts, and `rw` instantiates it with the first match. So the second `mul_eq_zero` split `M * μ = 0` into `M = 0 ∨ μ = 0` and left the intended product whole, its differences being factors, not sides of an equation.

The repair moves `h : M * μ ≠ 0` ahead of the rewrite so that it is available there, and inserts `or_iff_right h` after the first `mul_eq_zero`. This deletes the disjunct `M * μ = 0`, so the second `mul_eq_zero` can only match the product of differences. The two `sub_eq_zero` steps then make both sides of the equivalence identical, `rw` closes the goal by reflexivity, and the final `exact` is removed.
